# Symmetric splitting of two finite jump processes keeps their common detailed balance

A kinetic Monte Carlo program may treat two groups of events in turn, say diffusion for a time $t$ and then reactions for a time $t$. Even if both groups obey detailed balance with the same weights, the combined step can carry net probability currents at equilibrium. The weights are still stationary, but an equilibrium trajectory recorded once per combined step is then statistically distinguishable from its reversal. For finitely many states and positive weights shared by both groups, the symmetric step below avoids this, and the two-factor step avoids it exactly when its factors commute.

In Lean 4 with Mathlib:

```lean
import Mathlib

open NormedSpace (exp)

namespace SplittingKMC

variable {n : Type*} [Fintype n] [DecidableEq n]
```

## Rates, kernels and time reversal

States are labelled by a finite type `n`. For $i\ne j$ the generator entry $A_{ij}$ is the rate from $i$ to $j$, and $A_{ii}$ is minus the total rate out of $i$, so rows sum to zero. Many master equations use the transpose.

```lean
/-- A backward generator: nonnegative jump rates off the diagonal and zero row sums. -/
structure IsGenerator (A : Matrix n n ℝ) : Prop where
  rate_nonneg : ∀ i j, i ≠ j → 0 ≤ A i j
  row_sum : ∀ i, ∑ j, A i j = 0
```

Over a finite time, the transition probabilities $P_{ij}$ form a matrix with unit row sums. Distributions are row vectors, so in $PQ$ the step $P$ happens first.

```lean
/-- A stochastic matrix: nonnegative transition probabilities that sum to one in each row. -/
structure IsStochastic (P : Matrix n n ℝ) : Prop where
  nonneg : ∀ i j, 0 ≤ P i j
  row_sum : ∀ i, ∑ j, P i j = 1
```

Let $\pi_i$ be the weight of state $i$, for instance a Boltzmann factor; it need not be normalised. A matrix $P'$ reverses $P$ when $\pi_iP_{ij}=\pi_jP'_{ji}$.

```lean
/-- `P'` is a time reversal of `P` for the weights `π`: the flow from `i` to `j` under `P`
equals the flow from `j` to `i` under `P'`. -/
def TimeReversed (π : n → ℝ) (P P' : Matrix n n ℝ) : Prop :=
  ∀ i j, π i * P i j = π j * P' j i
```

Detailed balance, the condition of no net flow between any two states at equilibrium, says that $P$ reverses itself.

```lean
/-- Detailed balance: the matrix is its own time reversal. -/
def DetailedBalance (π : n → ℝ) (P : Matrix n n ℝ) : Prop := TimeReversed π P P
```

`IsReversible` asks for this and for stochasticity.

```lean
/-- A reversible Markov kernel: a stochastic matrix in detailed balance with `π`. -/
def IsReversible (π : n → ℝ) (P : Matrix n n ℝ) : Prop :=
  IsStochastic P ∧ DetailedBalance π P
```

## From rates to probabilities

Running a process for a fixed time gives an exponential, whose entries are
$$(e^A)_{ij}=\sum_{k\ge0}\frac{(A^k)_{ij}}{k!}.$$

Mathlib puts no global norm on matrices, yet its convergence theorem for this series needs one. The two `let` lines install the maximum-row-sum norm inside the proof only. The resulting `HasSum` statement involves just the usual topology, and `hs.map` carries it through the continuous map that reads off one entry. Later proofs compare two such series term by term and conclude with `HasSum.unique`.

```lean
/-- The exponential series of a matrix converges entry by entry. -/
theorem hasSum_exp_apply (A : Matrix n n ℝ) (i j : n) :
    HasSum (fun k : ℕ => (k.factorial : ℝ)⁻¹ * (A ^ k) i j) (exp A i j) := by
  have hs : HasSum (fun k : ℕ => (k.factorial : ℝ)⁻¹ • A ^ k) (exp A) := by
    let : NormedRing (Matrix n n ℝ) := Matrix.linftyOpNormedRing
    let : NormedAlgebra ℝ (Matrix n n ℝ) := Matrix.linftyOpNormedAlgebra
    have h : Summable (fun k : ℕ => (k.factorial : ℝ)⁻¹ • A ^ k) :=
      NormedSpace.expSeries_summable' (𝕂 := ℝ) A
    rw [NormedSpace.exp_eq_tsum ℝ]
    exact h.hasSum
  exact hs.map (Matrix.entryAddMonoidHom ℝ i j) (continuous_id.matrix_elem i j)
```

Reversal exchanges the order of two steps:
$$\pi_i\sum_kP_{ik}Q_{kj}=\sum_kP'_{ki}\pi_kQ_{kj}=\pi_j\sum_kQ'_{jk}P'_{ki}.$$

```lean
omit [DecidableEq n] in
/-- Time reversal reverses the order of two successive steps. -/
theorem TimeReversed.mul {π : n → ℝ} {P P' Q Q' : Matrix n n ℝ}
    (hP : TimeReversed π P P') (hQ : TimeReversed π Q Q') :
    TimeReversed π (P * Q) (Q' * P') := by
  intro i j
  simp only [Matrix.mul_apply, Finset.mul_sum]
  refine Finset.sum_congr rfl fun k _ => ?_
  linear_combination Q k j * hP i k + P' k i * hQ k j
```

By induction, $\pi_i(A^k)_{ij}=\pi_j(A'^k)_{ji}$. Dividing by $k!$ and summing gives the same relation for the exponentials.

```lean
/-- If two matrices are time reversals of each other, so are their exponentials. -/
theorem timeReversed_exp {π : n → ℝ} {A A' : Matrix n n ℝ} (h : TimeReversed π A A') :
    TimeReversed π (exp A) (exp A') := by
  have hp : ∀ k : ℕ, TimeReversed π (A ^ k) (A' ^ k) := by
    intro k
    induction k with
    | zero =>
      intro i j
      by_cases hij : i = j
      · subst hij; simp
      · simp [hij, Ne.symm hij]
    | succ k ih =>
      rw [pow_succ, pow_succ']
      exact ih.mul h
  intro i j
  -- the two exponential series agree term by term
  have h1 := (hasSum_exp_apply A i j).mul_left (π i)
  have h2 := (hasSum_exp_apply A' j i).mul_left (π j)
  have e : (fun k : ℕ => π i * ((k.factorial : ℝ)⁻¹ * (A ^ k) i j)) =
      fun k : ℕ => π j * ((k.factorial : ℝ)⁻¹ * (A' ^ k) j i) :=
    funext fun k => by linear_combination (k.factorial : ℝ)⁻¹ * hp k i j
  rw [e] at h1
  exact h1.unique h2
```

For a generator $M$, put $c=\sum_i|M_{ii}|$ and $N=M+c\,1$. All entries of $N$ are nonnegative, hence so are those of its powers and of $e^M=e^{-c}e^N$. The code calls $N$ `B` and splits the shift into two halves, so that the scalar factor is visibly a square. For the row sums,
$$\sum_j(M^{k+1})_{ij}=\sum_l(M^k)_{il}\sum_jM_{lj}=0,$$
so only the zeroth term survives, and it gives 1.

```lean
/-- The exponential of a generator is a stochastic matrix. -/
theorem IsGenerator.stochastic_exp {M : Matrix n n ℝ} (hM : IsGenerator M) :
    IsStochastic (exp M) := by
  constructor
  · -- shift the diagonal so that every entry becomes nonnegative
    obtain ⟨c, hc⟩ : ∃ c : ℝ, c = ∑ i, |M i i| := ⟨_, rfl⟩
    obtain ⟨B, hB⟩ : ∃ B : Matrix n n ℝ, B = M + c • 1 := ⟨_, rfl⟩
    obtain ⟨S, hS⟩ : ∃ S : Matrix n n ℝ, S = (-(c / 2)) • 1 := ⟨_, rfl⟩
    have hB0 : ∀ i j, 0 ≤ B i j := by
      intro i j
      by_cases hij : i = j
      · subst hij
        have h1 : |M i i| ≤ c := by
          rw [hc]
          exact Finset.single_le_sum (f := fun i => |M i i|)
            (fun _ _ => abs_nonneg _) (Finset.mem_univ i)
        have h2 := neg_abs_le (M i i)
        simp only [hB, Matrix.add_apply, Matrix.smul_apply, Matrix.one_apply_eq, smul_eq_mul]
        linarith
      · simpa [hB, Matrix.one_apply, hij] using hM.rate_nonneg i j hij
    have hBk : ∀ (k : ℕ) i j, 0 ≤ (B ^ k) i j := by
      intro k
      induction k with
      | zero =>
        intro i j
        rw [pow_zero, Matrix.one_apply]
        split_ifs <;> norm_num
      | succ k ih =>
        intro i j
        rw [pow_succ, Matrix.mul_apply]
        exact Finset.sum_nonneg fun l _ => mul_nonneg (ih i l) (hB0 l j)
    have hBe : ∀ i j, 0 ≤ exp B i j := by
      intro i j
      rw [← (hasSum_exp_apply B i j).tsum_eq]
      exact tsum_nonneg fun k => mul_nonneg (by positivity) (hBk k i j)
    have hBS : Commute B S := by
      rw [hS]; exact (Commute.one_right B).smul_right _
    have e : M = B + (S + S) := by rw [hB, hS]; module
    intro i j
    rw [e, Matrix.exp_add_of_commute _ _ (hBS.add_right hBS),
      Matrix.exp_add_of_commute _ _ (Commute.refl S), hS, Matrix.smul_one_eq_diagonal,
      Matrix.exp_diagonal, Matrix.diagonal_mul_diagonal, Matrix.mul_diagonal]
    exact mul_nonneg (hBe i j) (mul_self_nonneg _)
  · -- only the zeroth term of the series contributes to a row sum
    intro i
    have hk : ∀ k : ℕ, ∑ j, (M ^ (k + 1)) i j = 0 := by
      intro k
      simp only [pow_succ, Matrix.mul_apply]
      rw [Finset.sum_comm]
      simp [← Finset.mul_sum, hM.row_sum]
    have hs := hasSum_sum (fun j (_ : j ∈ Finset.univ) => hasSum_exp_apply M i j)
    have h0 := hasSum_single (f := fun k : ℕ => ∑ j, (k.factorial : ℝ)⁻¹ * (M ^ k) i j) 0
      (fun k hk0 => by
        obtain ⟨m, rfl⟩ := Nat.exists_eq_succ_of_ne_zero hk0
        rw [← Finset.mul_sum, hk m, mul_zero])
    rw [hs.unique h0]
    simp [Matrix.one_apply]
```

Products of stochastic matrices have nonnegative entries, and $\sum_{j,k}P_{ik}Q_{kj}=\sum_kP_{ik}=1$.

```lean
omit [DecidableEq n] in
/-- Two stochastic steps in succession form a stochastic step. -/
theorem IsStochastic.mul {P Q : Matrix n n ℝ} (hP : IsStochastic P) (hQ : IsStochastic Q) :
    IsStochastic (P * Q) := by
  refine ⟨fun i j => ?_, fun i => ?_⟩
  · rw [Matrix.mul_apply]
    exact Finset.sum_nonneg fun k _ => mul_nonneg (hP.nonneg i k) (hQ.nonneg k j)
  · simp only [Matrix.mul_apply]
    rw [Finset.sum_comm]
    simp [← Finset.mul_sum, hQ.row_sum, hP.row_sum]
```

Detailed balance implies stationarity: $\sum_i\pi_iP_{ij}=\pi_j\sum_iP_{ji}=\pi_j$.

```lean
omit [DecidableEq n] in
/-- A reversible kernel leaves its weights stationary. -/
theorem IsReversible.stationary {π : n → ℝ} {P : Matrix n n ℝ} (h : IsReversible π P) :
    Matrix.vecMul π P = π := by
  ext j
  calc ∑ i, π i * P i j = ∑ i, π j * P j i := Finset.sum_congr rfl fun i _ => h.2 i j
    _ = π j := by rw [← Finset.mul_sum, h.1.row_sum, mul_one]
```

For $t\ge0$, $tA$ is again a generator in detailed balance, so $e^{tA}$ is reversible.

```lean
/-- A generator in detailed balance with `π` produces a reversible kernel at each time
`t ≥ 0`. -/
theorem IsGenerator.reversible_exp {π : n → ℝ} {A : Matrix n n ℝ} (hA : IsGenerator A)
    (hπA : DetailedBalance π A) {t : ℝ} (ht : 0 ≤ t) : IsReversible π (exp (t • A)) := by
  refine ⟨IsGenerator.stochastic_exp ⟨fun i j hij => ?_, fun i => ?_⟩,
    timeReversed_exp fun i j => ?_⟩
  · exact mul_nonneg ht (hA.rate_nonneg i j hij)
  · simp [← Finset.mul_sum, hA.row_sum]
  · simp only [Matrix.smul_apply, smul_eq_mul]
    linear_combination t * hπA i j
```

## The two splitting steps

Write $H=e^{tA/2}$, $P=e^{tA}$ and $Q=e^{tB}$. The reversal of $HQH$ is $HQH$ itself. The reversal of $PQ$ is $QP$, so if $PQ$ is reversible,
$$\pi_i(PQ)_{ij}=\pi_j(PQ)_{ji}=\pi_i(QP)_{ij},$$
and dividing by $\pi_i>0$ gives $PQ=QP$. Conversely, if $PQ=QP$, then $PQ$ is its own reversal. Stationarity follows from $\pi PQ=\pi Q=\pi$.

The theorem states these three conclusions for one given $t\ge0$, with `Commute` referring to the exponentials at that $t$. It does not estimate the distance from $e^{t(A+B)}$. Applying it to a program requires that each substep sample its exponential exactly, which means stopping at a fixed time and not after a fixed number of events.

```lean
/-- For generators `A`, `B` in detailed balance with positive weights `π` and `t ≥ 0`, the
symmetric splitting step is reversible. The two-factor step is stochastic and keeps `π`
stationary, and it is reversible if and only if its two factors commute. -/
theorem splitting_reversibility {π : n → ℝ} (hπ : ∀ i, 0 < π i) {A B : Matrix n n ℝ}
    (hA : IsGenerator A) (hB : IsGenerator B)
    (hπA : DetailedBalance π A) (hπB : DetailedBalance π B) {t : ℝ} (ht : 0 ≤ t) :
    IsReversible π (exp ((t / 2) • A) * exp (t • B) * exp ((t / 2) • A)) ∧
    (IsStochastic (exp (t • A) * exp (t • B)) ∧
      Matrix.vecMul π (exp (t • A) * exp (t • B)) = π) ∧
    (IsReversible π (exp (t • A) * exp (t • B)) ↔
      Commute (exp (t • A)) (exp (t • B))) := by
  have hH := hA.reversible_exp hπA (show 0 ≤ t / 2 by linarith)
  have hP := hA.reversible_exp hπA ht
  have hQ := hB.reversible_exp hπB ht
  have hrev := TimeReversed.mul hP.2 hQ.2
  refine ⟨⟨(hH.1.mul hQ.1).mul hH.1, ?_⟩, ⟨hP.1.mul hQ.1, ?_⟩, fun h => ?_, fun h => ?_⟩
  · -- a palindrome is its own time reversal
    have h := TimeReversed.mul (TimeReversed.mul hH.2 hQ.2) hH.2
    rw [← mul_assoc] at h
    exact h
  · rw [← Matrix.vecMul_vecMul, hP.stationary, hQ.stationary]
  · -- the time reversal is unique because the weights are positive
    show exp (t • A) * exp (t • B) = exp (t • B) * exp (t • A)
    ext i j
    exact mul_left_cancel₀ (hπ i).ne' ((h.2 j i).symm.trans (hrev j i))
  · refine ⟨hP.1.mul hQ.1, ?_⟩
    rw [← h.eq] at hrev
    exact hrev
```

The same reversal rule handles a random order. If a fair coin chooses between $PQ$ and $QP$ at each step, the averaged kernel $(PQ+QP)/2$ is reversible, since reversal merely swaps its two terms.

## Three sites with a one-way passage

Let a particle hop at unit rate across the left bond of three sites, numbered 0, 1, 2.

```lean
/-- Hops at unit rate between the first two of three sites. -/
def leftHop : Matrix (Fin 3) (Fin 3) ℝ := !![-1, 1, 0; 1, -1, 0; 0, 0, 0]
```

The second process uses the right bond.

```lean
/-- Hops at unit rate between the last two of three sites. -/
def rightHop : Matrix (Fin 3) (Fin 3) ℝ := !![0, 0, 0; 0, -1, 1; 0, 1, -1]
```

Both matrices satisfy $A^2=-2A$, so $A^{k+1}=(-2)^kA$, and summing the series gives
$$e^{tA}=1+sA,\qquad s=\frac{1-e^{-2t}}2.$$

```lean
/-- Closed form of the exponential of `t A` for a matrix with `A² = -2 A`. -/
theorem exp_hop {A : Matrix n n ℝ} (h : A * A = (-2 : ℝ) • A) (t : ℝ) :
    exp (t • A) = 1 + ((1 - Real.exp (-2 * t)) / 2) • A := by
  have hp : ∀ k : ℕ, A ^ (k + 1) = (-2 : ℝ) ^ k • A := by
    intro k
    induction k with
    | zero => simp
    | succ k ih => rw [pow_succ, ih, smul_mul_assoc, h, smul_smul, ← pow_succ]
  have h2 : HasSum (fun k : ℕ => (-2 * t) ^ k / (k.factorial : ℝ)) (Real.exp (-2 * t)) := by
    rw [Real.exp_eq_exp_ℝ, NormedSpace.exp_eq_tsum_div]
    exact (Real.summable_pow_div_factorial _).hasSum
  ext i j
  have h1 := hasSum_exp_apply (t • A) i j
  have h3 := (hasSum_ite_eq (0 : ℕ) ((1 : Matrix n n ℝ) i j + A i j / 2)).sub
    (h2.mul_right (A i j / 2))
  -- compare the matrix series with the scalar exponential series
  have e : (fun k : ℕ => (k.factorial : ℝ)⁻¹ * ((t • A) ^ k) i j) =
      fun k : ℕ => (if k = 0 then (1 : Matrix n n ℝ) i j + A i j / 2 else 0) -
        (-2 * t) ^ k / (k.factorial : ℝ) * (A i j / 2) := by
    funext k
    cases k with
    | zero => simp
    | succ k =>
      rw [smul_pow, hp, if_neg (Nat.succ_ne_zero k), mul_pow, pow_succ (-2 : ℝ)]
      simp only [Matrix.smul_apply, smul_eq_mul]
      ring
  rw [e] at h1
  rw [h1.unique h3]
  simp only [Matrix.add_apply, Matrix.smul_apply, smul_eq_mul]
  ring
```

With the left bond treated first, the particle can go from 0 to 2 in one combined step, with probability $s^2$, but cannot return from 2 to 0 in one. The code uses weights 1; with normalised weights $1/3$, the two flows are $s^2/3$ and $0$. They differ for every $t>0$.

```lean
/-- The left and right hops are generators in detailed balance with uniform weights, yet
their two-factor splitting step is not reversible for any `t > 0`. -/
theorem hop_witness :
    (IsGenerator leftHop ∧ DetailedBalance (fun _ => 1) leftHop) ∧
    (IsGenerator rightHop ∧ DetailedBalance (fun _ => 1) rightHop) ∧
    ∀ t : ℝ, 0 < t →
      ¬ IsReversible (fun _ => 1) (exp (t • leftHop) * exp (t • rightHop)) := by
  refine ⟨⟨⟨fun i j h => ?_, fun i => ?_⟩, fun i j => ?_⟩,
    ⟨⟨fun i j h => ?_, fun i => ?_⟩, fun i j => ?_⟩, fun t ht h => ?_⟩
  · fin_cases i <;> fin_cases j <;> simp_all [leftHop]
  · fin_cases i <;> simp [leftHop, Fin.sum_univ_succ]
  · fin_cases i <;> fin_cases j <;> simp [leftHop]
  · fin_cases i <;> fin_cases j <;> simp_all [rightHop]
  · fin_cases i <;> simp [rightHop, Fin.sum_univ_succ]
  · fin_cases i <;> fin_cases j <;> simp [rightHop]
  · have hl : leftHop * leftHop = (-2 : ℝ) • leftHop := by
      ext i j
      fin_cases i <;> fin_cases j <;>
        simp [leftHop, Matrix.mul_apply, Fin.sum_univ_succ] <;> norm_num
    have hr : rightHop * rightHop = (-2 : ℝ) • rightHop := by
      ext i j
      fin_cases i <;> fin_cases j <;>
        simp [rightHop, Matrix.mul_apply, Fin.sum_univ_succ] <;> norm_num
    -- two hops lead from the first site to the last, but not back
    have k1 : ∀ s : ℝ, ((1 + s • leftHop) * (1 + s • rightHop)) 0 2 = s * s := by
      intro s
      simp [leftHop, rightHop, Matrix.mul_apply, Fin.sum_univ_succ, Matrix.one_apply]
    have k2 : ∀ s : ℝ, ((1 + s • leftHop) * (1 + s • rightHop)) 2 0 = 0 := by
      intro s
      simp [leftHop, rightHop, Matrix.mul_apply, Fin.sum_univ_succ, Matrix.one_apply]
    have h02 := h.2 0 2
    rw [exp_hop hl, exp_hop hr] at h02
    simp only [k1, k2, one_mul, mul_zero] at h02
    have he : Real.exp (-2 * t) < 1 := Real.exp_lt_one_iff.mpr (by linarith)
    have hs : 0 < (1 - Real.exp (-2 * t)) / 2 := by linarith
    exact (mul_pos hs hs).ne' h02

end SplittingKMC
```

```lean
#print axioms SplittingKMC.splitting_reversibility
```

```
'SplittingKMC.splitting_reversibility' depends on axioms: [propext, Classical.choice, Quot.sound]
```
